# In finite dimension, a positive gap separates a nondegenerate ground-state energy from the mean energy of every state orthogonal to the ground state

The theorem `spectral_gap` concerns a symmetric operator `H0` on a finite-dimensional real inner product space, whose lowest eigenvalue `E0` is simple and has the unit eigenvector `p`. It states that there is one `g > 0` such that `(E0 + g) * ‖y‖ ^ 2 ≤ ⟪y, H0 y⟫_ℝ` for every `y` orthogonal to `p`; for nonzero `y`, this says that the normalised energy `⟪y, H0 y⟫_ℝ / ‖y‖ ^ 2` is at least `E0 + g`. The perturbation `V` and the response `q` are part of the hypothesis `h`, but the conclusion does not involve them. The proof takes an orthonormal eigenbasis of `H0` and picks a `g` small enough that each eigenvalue is either equal to `E0` or at least `E0 + g`. Basis vectors of the first kind are multiples of `p`, hence orthogonal to `y`, and `spectral_lower_bound` then gives the inequality.

This version doesn't compile in Lean 4 with Mathlib:

```lean
import Mathlib

open scoped InnerProductSpace Topology

namespace SpectralGap

noncomputable section

variable {E : Type*} [NormedAddCommGroup E] [InnerProductSpace ℝ E]

/-- The number `e` is the lowest eigenvalue of the operator `A`. -/
def IsGroundEnergy (A : E →ₗ[ℝ] E) (e : ℝ) : Prop :=
  IsLeast {μ : ℝ | ∃ x : E, x ≠ 0 ∧ A x = μ • x} e

/-- Symmetric `H0` has the simple lowest eigenvalue `E0` with unit eigenvector `p`, and `q` is the
first-order response of `p` to the symmetric perturbation `V`, orthogonal to `p`. -/
structure FirstOrderResponse (H0 V : E →ₗ[ℝ] E) (E0 : ℝ) (p q : E) : Prop where
  symH : H0.IsSymmetric
  symV : V.IsSymmetric
  ground : IsGroundEnergy H0 E0
  eigen : H0 p = E0 • p
  simple : ∀ x, H0 x = E0 • x → ∃ c : ℝ, x = c • p
  unit : ‖p‖ = 1
  orth : ⟪p, q⟫_ℝ = 0
  response : H0 q - E0 • q = -(V p - ⟪p, V p⟫_ℝ • p)

/-- In finite dimension, if a vector `x` overlaps only with those members of an orthonormal
eigenbasis of a symmetric operator `A` whose eigenvalues are at least `c`, then `⟪x, A x⟫` is at
least `c` times the squared norm of `x`. -/
theorem spectral_lower_bound [FiniteDimensional ℝ E] {A : E →ₗ[ℝ] E} (hA : A.IsSymmetric)
    (c : ℝ) (x : E) (h : ∀ i : Fin (Module.finrank ℝ E),
      c ≤ hA.eigenvalues rfl i ∨ ⟪hA.eigenvectorBasis rfl i, x⟫_ℝ = 0) :
    c * ‖x‖ ^ 2 ≤ ⟪x, A x⟫_ℝ := by
  rw [← real_inner_self_eq_norm_sq, ← (hA.eigenvectorBasis rfl).sum_inner_mul_inner x x,
    ← (hA.eigenvectorBasis rfl).sum_inner_mul_inner x (A x), Finset.mul_sum]
  refine Finset.sum_le_sum fun i _ => ?_
  have hb : A (hA.eigenvectorBasis rfl i) =
      hA.eigenvalues rfl i • hA.eigenvectorBasis rfl i := hA.apply_eigenvectorBasis rfl i
  rw [← hA (hA.eigenvectorBasis rfl i) x, hb, real_inner_smul_left,
    real_inner_comm (hA.eigenvectorBasis rfl i) x]
  rcases h i with h | h
  · nlinarith [mul_nonneg (sub_nonneg.2 h) (sq_nonneg ⟪hA.eigenvectorBasis rfl i, x⟫_ℝ)]
  · simp [h]

variable {H0 V : E →ₗ[ℝ] E} {E0 : ℝ} {p q : E}

/-- In finite dimension, the simple lowest eigenvalue of `H0` is separated by a gap `g > 0` from the
energies of all states orthogonal to the ground state. -/
theorem spectral_gap [FiniteDimensional ℝ E] (h : FirstOrderResponse H0 V E0 p q) :
    ∃ g > 0, ∀ y, ⟪p, y⟫_ℝ = 0 → (E0 + g) * ‖y‖ ^ 2 ≤ ⟪y, H0 y⟫_ℝ := by
  have key : ∀ i, ∀ᶠ g in 𝓝[>] (0 : ℝ),
      E0 = h.symH.eigenvalues rfl i ∨ E0 + g ≤ h.symH.eigenvalues rfl i := by
    intro i
    have hle : E0 ≤ h.symH.eigenvalues rfl i := h.ground.2 ⟨h.symH.eigenvectorBasis rfl i,
      (h.symH.eigenvectorBasis rfl).orthonormal.ne_zero i, h.symH.apply_eigenvectorBasis rfl i⟩
    rcases eq_or_lt_of_le hle with heq | hlt
    · exact Filter.Eventually.of_forall fun _ => Or.inl heq
    · filter_upwards [nhdsWithin_le_nhds (Iio_mem_nhds (sub_pos.2 hlt))] with g hg
      have := Set.mem_Iio.1 hg
      right
      linarith
  obtain ⟨g, hg, hpos⟩ := ((Filter.eventually_all.2 key).and eventually_mem_nhdsWithin).exists
  refine ⟨g, hpos, fun y hy => spectral_lower_bound h.symH _ y fun i => ?_⟩
  rcases hg i with heq | hle
  · -- an eigenvector at energy E0 is a multiple of p
    have hb : H0 (h.symH.eigenvectorBasis rfl i) = E0 • h.symH.eigenvectorBasis rfl i := by
      rw [heq]
      exact h.symH.apply_eigenvectorBasis rfl i
    obtain ⟨c, hc⟩ := h.simple _ hb
    right
    rw [hc, real_inner_smul_left, hy, mul_zero]
  · exact Or.inl hle

end

end SpectralGap
```

Messages:

```
Main.lean:67:10: error: Tactic `rewrite` failed: motive is not type correct:
  fun _a => H0 ((⋯.eigenvectorBasis ⋯) i) = _a • (⋯.eigenvectorBasis ⋯) i
Error: Application type mismatch: The argument
  h
has type
  FirstOrderResponse H0 V E0 p q
but is expected to have type
  FirstOrderResponse H0 V _a p q
in the application
  h.symH

Explanation: The rewrite tactic rewrites an expression 'e' using an equality 'a = b' by the following process. First, it looks for all 'a' in 'e'. Second, it tries to abstract these occurrences of 'a' to create a function 'm := fun _a => ...', called the *motive*, with the property that 'm a' is definitionally equal to 'e'. Third, we observe that 'congrArg' implies that 'm a = m b', which can be used with lemmas such as 'Eq.mpr' to change the goal. However, if 'e' depends on specific properties of 'a', then the motive 'm' might not typecheck.

Possible solutions: use rewrite's 'occs' configuration option to limit which occurrences are rewritten, or use 'simp' or 'conv' mode, which have strategies for certain kinds of dependencies (these tactics can handle proofs and 'Decidable' instances whose types depend on the rewritten term, and 'simp' can apply user-defined '@[congr]' theorems as well).

E : Type u_1
inst✝² : NormedAddCommGroup E
inst✝¹ : InnerProductSpace ℝ E
H0 V : E →ₗ[ℝ] E
E0 : ℝ
p q : E
inst✝ : FiniteDimensional ℝ E
h : FirstOrderResponse H0 V E0 p q
key : ∀ (i : Fin (Module.finrank ℝ E)), ∀ᶠ (g : ℝ) in 𝓝[>] 0, E0 = ⋯.eigenvalues ⋯ i ∨ E0 + g ≤ ⋯.eigenvalues ⋯ i
g : ℝ
hg : ∀ (i : Fin (Module.finrank ℝ E)), E0 = ⋯.eigenvalues ⋯ i ∨ E0 + g ≤ ⋯.eigenvalues ⋯ i
hpos : g ∈ Set.Ioi 0
y : E
hy : ⟪p, y⟫_ℝ = 0
i : Fin (Module.finrank ℝ E)
heq : E0 = ⋯.eigenvalues ⋯ i
⊢ H0 ((⋯.eigenvectorBasis ⋯) i) = E0 • (⋯.eigenvectorBasis ⋯) i
```

Lean accepts the file once it reads:

```diff
@@ -64,7 +64,7 @@
   rcases hg i with heq | hle
   · -- an eigenvector at energy E0 is a multiple of p
-    have hb : H0 (h.symH.eigenvectorBasis rfl i) = E0 • h.symH.eigenvectorBasis rfl i := by
-      rw [heq]
-      exact h.symH.apply_eigenvectorBasis rfl i
+    have hb : H0 (h.symH.eigenvectorBasis rfl i) = E0 • h.symH.eigenvectorBasis rfl i :=
+      (h.symH.apply_eigenvectorBasis rfl i).trans
+        (congrArg (fun μ : ℝ => μ • h.symH.eigenvectorBasis rfl i) heq.symm)
     obtain ⟨c, hc⟩ := h.simple _ hb
     right
```

Cause. The one error is at `rw [heq]`, where `heq` equates `E0` with the `i`-th eigenvalue. The step was meant to change only the scalar on the right of the goal, but `rw` abstracts every instance of `E0`, and there are some that the display hides. The eigenbasis is built from the proof `h.symH`, printed as `⋯`, and that term has `E0` as an implicit argument, because `h` has type `FirstOrderResponse H0 V E0 p q`. With `E0` replaced there by the variable `_a`, `h` no longer has the type that `h.symH` needs, so the motive is not type correct.

The repair does without `rw`. It starts from `h.symH.apply_eigenvectorBasis rfl i`, which has the eigenvalue as the scalar, and uses `.trans` to append an equation that turns this scalar into `E0`. That equation comes from `congrArg` applied to `heq.symm`, with a function written out so that only the scalar `μ` varies. The basis vector, and the proof inside it, stay fixed.
